# Bader attractors of the model density (x² + t) exp(−x²): two beside the nucleus for t < 1, only the nucleus for t ≥ 1

Suppose I call every local maximum of the density a Bader attractor, and I look only along one line through an atom. A p-like pseudo-orbital then gives x² exp(−x²), which vanishes at the nucleus x = 0 and has a maximum on either side. Now I add an augmentation charge t exp(−x²) in the core. Do the two off-nucleus maxima disappear as soon as t > 0, or do they survive until the core is full enough?

## They survive up to t = 1

They move inwards as t grows and merge at the nucleus when t = 1. It costs nothing to allow a general Gaussian width, so take a > 0 and

n(x) = (x² + t) exp(−a x²).

The product rule gives

n′(x) = 2x [1 − a(x² + t)] exp(−a x²).

The exponential never vanishes, so a local maximum has either x = 0 or a(x² + t) = 1.

**Points with a(x² + t) = 1.** Put u = a(x² + t) − 1 into 1 + u ≤ exp(u):

a(x² + t) ≤ exp(a(x² + t) − 1).

Multiplying by exp(−a x²)/a gives, for every x,

n(x) ≤ exp(a t − 1)/a.

If a(x² + t) = 1, then x² + t = 1/a and −a x² = a t − 1, so n(x) equals this bound. Such a point is therefore a global maximum. For a t < 1 there are two of them, x = ±√(1/a − t). For a t > 1 there are none, and for a t = 1 the only one is x = 0.

**The nucleus when a t ≥ 1.** Here t > 0, and x² ≤ a t x², so

x² + t ≤ t(1 + a x²) ≤ t exp(a x²).

Multiplying by exp(−a x²) gives n(x) ≤ t = n(0), and the nucleus is a maximum. This includes a t = 1, where n″(0) = 2(1 − a t) vanishes and the second-derivative test is silent.

**The nucleus when a t < 1.** Take x ≠ 0 so close to 0 that a(x² + t) < 1. If x² + t ≥ 0, then exp(−a x²) ≥ 1 − a x² gives

n(x) ≥ (x² + t)(1 − a x²) = t + x² [1 − a(x² + t)] > t.

If x² + t ≤ 0, the factor exp(−a x²) ≤ 1 can only raise the product, so n(x) ≥ x² + t > t. Either way n(x) > n(0) arbitrarily close to the nucleus, which is then not a maximum.

## What the Lean statements say

`density a t x` is n(x), with `a`, `t` and `x` real numbers. `attractors a t` is the set of points where `IsLocalMax` holds: no point in some neighbourhood has a larger density. Basins and their charges do not enter.

For `a > 0`, `attractors_eq_pair` gives the two points ±√(1/a − t) when `a * t < 1`, and `attractors_eq_nucleus` gives `{0}` when `1 ≤ a * t`. Setting a = 1 yields `attractors_unit_width`, which answers the question. It holds for every real t, although a negative t makes the density negative at the nucleus and has no physical meaning as a total density. `bare_versus_augmented` compares two cases: attractors at ±1 for t = 0, and only at 0 for t = 1.

The condition a > 0 says that the charge decays away from the atom. It can't be weakened to a ≥ 0 in `attractors_eq_pair`: for a = 0 and t = 0 the density is x², which has no local maximum, although a t < 1.

The density is not normalised, which does not affect the positions of its maxima. By Gaussian integration the augmentation charge is 2 a t times the charge of the pseudo-density, so at the threshold a t = 1 it holds two thirds of the total.

In this one-dimensional, single-atom model, a Bader analysis of the bare pseudo-density finds attractors that sufficient augmentation removes. The model gives both charges the same Gaussian width and treats t as a free parameter. The model's augmentation charge is also non-zero at the nucleus, where the density of a true non-relativistic p orbital vanishes. An actual ultrasoft calculation has a three-dimensional density; its augmentation functions are confined to the core and fixed by the pseudopotential, and the occupied states determine their weights.

```lean
import Mathlib

open Topology

namespace AugmentationAttractors

/-- Density on the line of a p-like pseudo-orbital, `x² exp(-a x²)`, plus an augmentation
charge `t exp(-a x²)` centred at the nucleus `x = 0`. -/
noncomputable def density (a t x : ℝ) : ℝ :=
  (x ^ 2 + t) * Real.exp (-(a * x ^ 2))

/-- The Bader attractors: the points where the density has a local maximum. -/
def attractors (a t : ℝ) : Set ℝ :=
  {x | IsLocalMax (density a t) x}

/-- The gradient of the augmented density. -/
theorem hasDerivAt_density (a t x : ℝ) :
    HasDerivAt (density a t)
      (2 * x * (1 - a * (x ^ 2 + t)) * Real.exp (-(a * x ^ 2))) x := by
  have h1 : HasDerivAt (fun y : ℝ => y ^ 2) (2 * x) x := by
    simpa using hasDerivAt_pow 2 x
  have h2 : HasDerivAt (fun y : ℝ => Real.exp (-(a * y ^ 2)))
      (Real.exp (-(a * x ^ 2)) * (-(a * (2 * x)))) x :=
    (h1.const_mul a).fun_neg.exp
  exact ((h1.add_const t).fun_mul h2).congr_deriv (by ring)

/-- An attractor lies at the nucleus or at a point where `a (x² + t) = 1`. -/
theorem attractor_critical {a t x : ℝ} (hx : x ∈ attractors a t) :
    x = 0 ∨ a * (x ^ 2 + t) = 1 := by
  have h0 := IsLocalMax.hasDerivAt_eq_zero hx (hasDerivAt_density a t x)
  rcases mul_eq_zero.mp h0 with h | h
  · rcases mul_eq_zero.mp h with h | h
    · left
      linarith
    · right
      linarith
  · exact absurd h (Real.exp_ne_zero _)

/-- For `a > 0` the density nowhere exceeds `exp(a t - 1) / a`. -/
theorem density_le_peak {a : ℝ} (ha : 0 < a) (t x : ℝ) :
    density a t x ≤ Real.exp (a * t - 1) / a := by
  rw [le_div_iff₀ ha]
  have h := Real.add_one_le_exp (a * (x ^ 2 + t) - 1)
  calc density a t x * a
      = (a * (x ^ 2 + t)) * Real.exp (-(a * x ^ 2)) := by
        unfold density
        ring
    _ ≤ Real.exp (a * (x ^ 2 + t) - 1) * Real.exp (-(a * x ^ 2)) :=
        mul_le_mul_of_nonneg_right (by linarith) (Real.exp_pos _).le
    _ = Real.exp (a * t - 1) := by
        rw [← Real.exp_add]
        congr 1
        ring

/-- At a point where `a (x² + t) = 1` the density equals `exp(a t - 1) / a`. -/
theorem density_eq_peak {a t x : ℝ} (hx : a * (x ^ 2 + t) = 1) :
    density a t x = Real.exp (a * t - 1) / a := by
  have ha : a ≠ 0 := by
    rintro rfl
    simp at hx
  have he : -(a * x ^ 2) = a * t - 1 := by linarith
  rw [eq_div_iff ha]
  unfold density
  rw [he]
  linear_combination Real.exp (a * t - 1) * hx

/-- For `a > 0` and augmentation `a t ≥ 1`, the density is nowhere larger than at the nucleus. -/
theorem density_le_nucleus {a t : ℝ} (ha : 0 < a) (hat : 1 ≤ a * t) (x : ℝ) :
    density a t x ≤ density a t 0 := by
  have ht : 0 < t := by
    by_contra h
    nlinarith [mul_nonneg ha.le (neg_nonneg.mpr (not_lt.mp h))]
  -- the Gaussian decays at least as fast as 1 / (1 + a x²)
  have he : Real.exp (-(a * x ^ 2)) * (a * x ^ 2 + 1) ≤ 1 := by
    calc Real.exp (-(a * x ^ 2)) * (a * x ^ 2 + 1)
        ≤ Real.exp (-(a * x ^ 2)) * Real.exp (a * x ^ 2) :=
          mul_le_mul_of_nonneg_left (Real.add_one_le_exp _) (Real.exp_pos _).le
      _ = 1 := by
          rw [← Real.exp_add]
          simp
  have h1 : x ^ 2 + t ≤ t * (a * x ^ 2 + 1) := by
    nlinarith [mul_nonneg (sub_nonneg.mpr hat) (sq_nonneg x)]
  calc density a t x
      ≤ t * (a * x ^ 2 + 1) * Real.exp (-(a * x ^ 2)) :=
        mul_le_mul_of_nonneg_right h1 (Real.exp_pos _).le
    _ = t * (Real.exp (-(a * x ^ 2)) * (a * x ^ 2 + 1)) := by ring
    _ ≤ t * 1 := mul_le_mul_of_nonneg_left he ht.le
    _ = density a t 0 := by simp [density]

/-- For `a > 0`, the density at any `x ≠ 0` with `a (x² + t) < 1` exceeds that at the nucleus. -/
theorem density_nucleus_lt {a t x : ℝ} (ha : 0 < a) (hx : x ≠ 0)
    (h : a * (x ^ 2 + t) < 1) : density a t 0 < density a t x := by
  have hx2 : 0 < x ^ 2 := by positivity
  have h0 : density a t 0 = t := by simp [density]
  rw [h0]
  unfold density
  rcases le_total 0 (x ^ 2 + t) with hs | hs
  · have he := Real.add_one_le_exp (-(a * x ^ 2))
    nlinarith [mul_le_mul_of_nonneg_left he hs, mul_pos hx2 (sub_pos.mpr h)]
  · have he : Real.exp (-(a * x ^ 2)) ≤ 1 :=
      Real.exp_le_one_iff.mpr (by linarith [mul_pos ha hx2])
    nlinarith [mul_le_mul_of_nonpos_left he hs]

/-- For `a > 0`, the nucleus is an attractor if and only if `a t ≥ 1`. -/
theorem nucleus_attractor_iff {a t : ℝ} (ha : 0 < a) :
    (0 : ℝ) ∈ attractors a t ↔ 1 ≤ a * t := by
  constructor
  · intro h
    by_contra hc
    have hc' : a * t < 1 := not_le.mp hc
    have h1 : ∀ᶠ y in 𝓝 (0 : ℝ), density a t y ≤ density a t 0 := h
    have hcont : ContinuousAt (fun y : ℝ => a * (y ^ 2 + t)) 0 := by fun_prop
    have h2 : ∀ᶠ y in 𝓝 (0 : ℝ), a * (y ^ 2 + t) < 1 :=
      hcont.eventually_lt continuousAt_const (by simpa using hc')
    have h3 : ∀ᶠ y in 𝓝[≠] (0 : ℝ), y ≠ 0 := self_mem_nhdsWithin
    -- a point close to the nucleus, but off it, has a larger density
    obtain ⟨y, ⟨hy1, hy2⟩, hy3⟩ :=
      (((h1.and h2).filter_mono nhdsWithin_le_nhds).and h3).exists
    exact absurd hy1 (not_le.mpr (density_nucleus_lt ha hy3 hy2))
  · intro h
    exact Filter.Eventually.of_forall (density_le_nucleus ha h)

/-- For `a > 0` and augmentation `a t < 1`, the attractors are exactly the two points
`±√(1/a - t)`. -/
theorem attractors_eq_pair {a t : ℝ} (ha : 0 < a) (hat : a * t < 1) :
    attractors a t = {√(1 / a - t), -√(1 / a - t)} := by
  have hpos : 0 ≤ 1 / a - t := by
    rw [sub_nonneg, le_div_iff₀ ha]
    linarith
  have hs := Real.sq_sqrt hpos
  have haa : a * (1 / a) = 1 := mul_one_div_cancel ha.ne'
  ext x
  constructor
  · intro hx
    rcases attractor_critical hx with h | h
    · rw [h] at hx
      exact absurd ((nucleus_attractor_iff ha).mp hx) (not_le.mpr hat)
    · have h2 : x ^ 2 = √(1 / a - t) ^ 2 := by
        rw [hs]
        apply mul_left_cancel₀ ha.ne'
        linear_combination h - haa
      exact sq_eq_sq_iff_eq_or_eq_neg.mp h2
  · intro hx
    have h2 : x ^ 2 = 1 / a - t := by
      rcases hx with h | h
      · rw [h, hs]
      · rw [h, neg_sq, hs]
    have h1 : a * (x ^ 2 + t) = 1 := by
      rw [h2]
      linear_combination haa
    have hmax : ∀ y, density a t y ≤ density a t x := by
      intro y
      rw [density_eq_peak h1]
      exact density_le_peak ha t y
    exact Filter.Eventually.of_forall hmax

/-- For `a > 0` and augmentation `a t ≥ 1`, the nucleus is the only attractor. -/
theorem attractors_eq_nucleus {a t : ℝ} (ha : 0 < a) (hat : 1 ≤ a * t) :
    attractors a t = {0} := by
  ext x
  constructor
  · intro hx
    rcases attractor_critical hx with h | h
    · exact h
    · by_contra hne
      have hx2 : 0 < x ^ 2 :=
        lt_of_le_of_ne (sq_nonneg x) (Ne.symm (pow_ne_zero 2 hne))
      nlinarith [mul_pos ha hx2]
  · intro hx
    have h : x = 0 := hx
    rw [h]
    exact (nucleus_attractor_iff ha).mpr hat

/-- The density `(x² + t) exp(-x²)` has its local maxima exactly at `±√(1 - t)` if `t < 1`,
and only at `x = 0` if `t ≥ 1`. -/
theorem attractors_unit_width (t : ℝ) :
    (t < 1 → attractors 1 t = {√(1 - t), -√(1 - t)}) ∧
      (1 ≤ t → attractors 1 t = {0}) := by
  constructor
  · intro ht
    rw [attractors_eq_pair one_pos (by linarith), div_one]
  · intro ht
    exact attractors_eq_nucleus one_pos (by linarith)

/-- Without augmentation the density `x² exp(-x²)` has the two attractors `±1`; with the
augmentation charge `exp(-x²)` added, the only attractor is the nucleus. -/
theorem bare_versus_augmented :
    attractors 1 0 = {1, -1} ∧ attractors 1 1 = {0} := by
  constructor
  · rw [(attractors_unit_width 0).1 one_pos, sub_zero, Real.sqrt_one]
  · exact (attractors_unit_width 1).2 le_rfl

end AugmentationAttractors
```

```lean
#print axioms AugmentationAttractors.attractors_eq_nucleus
#print axioms AugmentationAttractors.bare_versus_augmented
```

```
'AugmentationAttractors.attractors_eq_nucleus' depends on axioms: [propext, Classical.choice, Quot.sound]
'AugmentationAttractors.bare_versus_augmented' depends on axioms: [propext, Classical.choice, Quot.sound]
```

## From the inequalities to the two sets

`hasDerivAt_density` is the product rule, with `ring` bringing the derivative into factored form. `attractor_critical` sets it to zero and splits the product with `mul_eq_zero`, discarding the exponential factor.

`density_le_peak` and `density_eq_peak` are the global bound and the case of equality. The inequality 1 + u ≤ exp(u) enters as `Real.add_one_le_exp`, which also supplies the bounds in `density_le_nucleus` and in the first case of `density_nucleus_lt`. The latter separates the two signs of x² + t with `le_total`, and `nlinarith` finishes each case from the products used above.

`nucleus_attractor_iff` makes "so close to 0" precise. If the nucleus were a maximum with a t < 1, then n(y) ≤ n(0) would hold for all y near 0. By continuity, a(y² + t) < 1 also holds near 0. Every neighbourhood of 0 contains a nonzero point, so some y ≠ 0 satisfies both conditions, and `density_nucleus_lt` contradicts the first. The converse is `density_le_nucleus`.

The two set equalities are proved point by point after `ext x`. In `attractors_eq_pair`, an attractor is a critical point; the nucleus is excluded by `nucleus_attractor_iff`, which leaves x² = 1/a − t. Conversely, both points reach the global bound. In `attractors_eq_nucleus`, a nonzero solution of a(x² + t) = 1 would have a x² > 0 and a t ≥ 1, making the left side larger than 1.
